# Current-conserving matching matrices at a point are a phase times a real matrix of determinant one

## Boundary data and probability current

A particle moves on a line and is free except at the origin, where an interaction of zero range acts. Its wave function $\psi$ and derivative $\psi'$ have one-sided limits there, collected in the boundary data

$$v=(v_0,v_1)=(\psi,\psi').$$

The probability current carried by these data, in units with $\hbar/m=1$, is

$$J(v)=\operatorname{Im}(\bar v_0 v_1).$$

A complex $2\times2$ matrix $M$ takes the data $v$ at $0^-$ to the data $Mv$ at $0^+$. Indices run over 0 and 1, as in Lean. This $M$ acts on $(\psi,\psi')$; the name "transfer matrix" often refers instead to a matrix acting on plane-wave amplitudes.

The physical question is which matrices neither create nor destroy probability at the origin.

## The classification and its scope

The answer is that $J(Mv)=J(v)$ for every $v\in\mathbb C^2$ if and only if

$$M=e^{i\theta}N,\qquad \theta\in\mathbb R,\quad N\ \text{real},\quad \det N=1.$$

In Lean this is `conservesCurrent_iff`. Boundary data have type `Fin 2 → ℂ`, `current` is $J$, and `ConservesCurrent M` says that the current is preserved for all data. The matrix $N$ has real entries by type, and `N.map Complex.ofReal` regards them as complex numbers so that the phase can multiply them.

The theorems concern vectors and matrices. That these vectors are the boundary limits of wave functions in the domain of a Hamiltonian is the step left to the physics, and self-adjointness of that Hamiltonian is not proved. Since $M$ expresses the right-hand data through the left-hand data, the classification leaves out interactions that decouple the two half-lines, such as an impenetrable wall with $\psi=0$ on both sides.

For a single particle in one dimension, the result gives the admissible matching conditions of this connected type, for use in scattering problems or models with zero-range barriers.

## Three conditions on the entries

Expanding the current of $Mv$ gives

$$J(Mv)=\operatorname{Im}\big[\overline{(M_{00}v_0+M_{01}v_1)}\,(M_{10}v_0+M_{11}v_1)\big].$$

One cross term contains $\bar v_1v_0$. Since $\operatorname{Im}z=-\operatorname{Im}\bar z$, it can be rewritten with $\bar v_0v_1$, so that

$$J(Mv)=|v_0|^2\operatorname{Im}(\bar M_{00}M_{10})+|v_1|^2\operatorname{Im}(\bar M_{01}M_{11})+\operatorname{Im}(c\,\bar v_0v_1),$$

where $c=\bar M_{00}M_{11}-\bar M_{10}M_{01}$.

The vectors $(1,0)$ and $(0,1)$ carry no current, so the first two coefficients vanish. Then $(1,1)$, also without current, gives $\operatorname{Im}c=0$, and $(1,i)$, with current 1, gives $\operatorname{Re}c=1$. Conservation therefore implies

$$\operatorname{Im}(\bar M_{00}M_{10})=0,\qquad \operatorname{Im}(\bar M_{01}M_{11})=0,\qquad c=1.$$

Conversely, inserting these conditions into the expansion returns $J(v)$.

## Extracting the common phase

Let $D=\det M=M_{00}M_{11}-M_{01}M_{10}$. The reality conditions read $\bar M_{00}M_{10}=M_{00}\bar M_{10}$ and $\bar M_{01}M_{11}=M_{01}\bar M_{11}$. With $c=1$ and its conjugate $\bar c=1$, they give

$$\begin{aligned}
\bar M_{00}D&=M_{00}(1+\bar M_{10}M_{01})-M_{01}M_{00}\bar M_{10}=M_{00},\\
\bar M_{01}D&=M_{00}M_{01}\bar M_{11}-M_{01}(M_{00}\bar M_{11}-1)=M_{01},\\
\bar M_{10}D&=M_{11}\bar M_{00}M_{10}-M_{10}(\bar M_{00}M_{11}-1)=M_{10},\\
\bar M_{11}D&=M_{11}(1+M_{10}\bar M_{01})-M_{10}M_{01}\bar M_{11}=M_{11}.
\end{aligned}$$

Hence $\bar M_{ij}D=M_{ij}$ for all entries, and

$$\bar DD=\bar M_{11}(\bar M_{00}D)-\bar M_{01}(\bar M_{10}D)=\bar M_{11}M_{00}-\bar M_{01}M_{10}=\bar c=1.$$

So $|D|=1$. Choose $\theta=\tfrac12\arg D$ and $u=e^{i\theta}$, so that $u^2=D$. Then

$$\bar uM_{ij}=\bar u\,u^2\bar M_{ij}=u\bar M_{ij}=\overline{\bar uM_{ij}},$$

which makes $N=\bar uM$ real, with $\det N=\bar u^2D=1$.

For the converse, let $M=uN$. The phase drops out of each product $\bar M_{ij}M_{kl}=N_{ij}N_{kl}$. The first two conditions hold because these products are real, and the third is $\det N=1$.

The decomposition is unique up to a common sign. If $e^{i\theta}N=e^{i\varphi}K$ with both real matrices of determinant one, comparing determinants gives $e^{2i\theta}=e^{2i\varphi}$. Hence $e^{i\theta}=\pm e^{i\varphi}$ and $N=\pm K$, with the same sign in both.

## Boundary form, delta interaction and scattering

Integrating the kinetic energy by parts twice, which moves both derivatives from one wave function to the other, produces boundary terms proportional to the form

$$B(v,w)=\bar v_0w_1-\bar v_1w_0$$

of two sets of data $v,w$. Because $B(v,v)=2iJ(v)$, invariance of $B$ implies current conservation. In the other direction,

$$\begin{aligned}B(Mv,Mw)={}&\bar v_0w_0(\bar M_{00}M_{10}-\bar M_{10}M_{00})+c\,\bar v_0w_1\\&-\bar c\,\bar v_1w_0+\bar v_1w_1(\bar M_{01}M_{11}-\bar M_{11}M_{01}),\end{aligned}$$

and the three conditions reduce the right-hand side to $B(v,w)$.

For a delta interaction, $\psi$ is continuous and $\psi'$ jumps by $g\psi(0)$, where $g$ is a complex number. For the potential $\alpha\,\delta(x)$ it is $g=2m\alpha/\hbar^2$. The matrix has rows $(1,0)$ and $(g,1)$. The second and third conditions hold automatically, and the first is $\operatorname{Im}g=0$. A nonzero imaginary part represents absorption or gain at the origin.

For scattering, let the wave be $e^{ikx}+re^{-ikx}$ on the left and $te^{ikx}$ on the right, with real $k\ne0$. For $k>0$ it comes in from the left, and $r$ and $t$ are its reflection and transmission amplitudes. The data are $(1+r,ik(1-r))$ on the left and $(t,ikt)$ on the right. Equating their currents gives

$$k(1-|r|^2)=k|t|^2,$$

and dividing by $k$ yields $|r|^2+|t|^2=1$. The theorem assumes that $r$ and $t$ satisfy the matching condition; it doesn't construct them.

## The classification in Lean

```lean
import Mathlib

open Matrix ComplexConjugate

namespace PointInteraction

noncomputable section

/-- The probability current `Im (conj ψ ψ')` of the boundary data `v = (ψ, ψ')`,
in units with `ħ / m = 1`. -/
def current (v : Fin 2 → ℂ) : ℝ := (conj (v 0) * v 1).im

/-- The matrix `M`, which takes `(ψ, ψ')` on the left of the origin to `(ψ, ψ')` on the right,
conserves the current of all boundary data. -/
def ConservesCurrent (M : Matrix (Fin 2) (Fin 2) ℂ) : Prop :=
  ∀ v, current (M *ᵥ v) = current v

/-- The sesquilinear boundary form `conj φ ψ' - conj φ' ψ` of two sets of boundary data,
which arises when the kinetic energy is integrated by parts. -/
def boundaryForm (v w : Fin 2 → ℂ) : ℂ := conj (v 0) * w 1 - conj (v 1) * w 0

/-- The current behind the origin, expanded in the boundary data in front of it. -/
theorem current_mulVec (M : Matrix (Fin 2) (Fin 2) ℂ) (v : Fin 2 → ℂ) :
    current (M *ᵥ v) = Complex.normSq (v 0) * (conj (M 0 0) * M 1 0).im
      + Complex.normSq (v 1) * (conj (M 0 1) * M 1 1).im
      + ((conj (M 0 0) * M 1 1 - conj (M 1 0) * M 0 1) * (conj (v 0) * v 1)).im := by
  simp only [current, Matrix.mulVec, dotProduct, Fin.sum_univ_two, Complex.normSq_apply,
    Complex.mul_im, Complex.mul_re, Complex.add_im, Complex.add_re, Complex.sub_im,
    Complex.sub_re, Complex.conj_re, Complex.conj_im]
  ring

/-- Current conservation amounts to two reality conditions and one normalisation condition
on the entries of the matrix. -/
theorem conservesCurrent_iff_entries (M : Matrix (Fin 2) (Fin 2) ℂ) :
    ConservesCurrent M ↔ (conj (M 0 0) * M 1 0).im = 0 ∧ (conj (M 0 1) * M 1 1).im = 0 ∧
      conj (M 0 0) * M 1 1 - conj (M 1 0) * M 0 1 = 1 := by
  constructor
  · intro h
    -- four test vectors determine all the conditions
    have e1 := h ![1, 0]
    have e2 := h ![0, 1]
    have e3 := h ![1, 1]
    have e4 := h ![1, Complex.I]
    rw [current_mulVec] at e1 e2 e3 e4
    simp [current] at e1 e2 e3 e4
    refine ⟨?_, ?_, Complex.ext ?_ ?_⟩ <;>
      simp only [Complex.mul_im, Complex.mul_re, Complex.sub_im, Complex.sub_re,
        Complex.conj_re, Complex.conj_im, Complex.one_re, Complex.one_im] <;>
      linarith
  · rintro ⟨h1, h2, h3⟩ v
    rw [current_mulVec, h1, h2, h3]
    simp [current]

/-- Conservation of the current of all boundary data is equivalent to invariance of the boundary
form for all pairs of boundary data. -/
theorem conservesCurrent_iff_boundaryForm (M : Matrix (Fin 2) (Fin 2) ℂ) :
    ConservesCurrent M ↔ ∀ v w, boundaryForm (M *ᵥ v) (M *ᵥ w) = boundaryForm v w := by
  constructor
  · intro h v w
    obtain ⟨h1, h2, h3⟩ := (conservesCurrent_iff_entries M).1 h
    have r1 := Complex.conj_eq_iff_im.2 h1
    have r2 := Complex.conj_eq_iff_im.2 h2
    have h4 := congrArg conj h3
    simp only [map_sub, map_mul, Complex.conj_conj, map_one] at r1 r2 h4
    simp only [boundaryForm, Matrix.mulVec, dotProduct, Fin.sum_univ_two, map_add, map_mul]
    linear_combination (-(conj (v 0) * w 0)) * r1 + conj (v 0) * w 1 * h3
      - conj (v 1) * w 0 * h4 - conj (v 1) * w 1 * r2
  · intro h v
    -- on the diagonal the form is `2 i` times the current
    have e := congrArg Complex.im (h v v)
    simp only [boundaryForm, Complex.sub_im, Complex.mul_im, Complex.conj_re,
      Complex.conj_im] at e
    simp only [current, Complex.mul_im, Complex.conj_re, Complex.conj_im]
    linarith

/-- For a current-conserving matrix, each entry equals its complex conjugate times the
determinant. -/
theorem conj_entry_mul_det {M : Matrix (Fin 2) (Fin 2) ℂ} (h : ConservesCurrent M) :
    ∀ i j, conj (M i j) * M.det = M i j := by
  obtain ⟨h1, h2, h3⟩ := (conservesCurrent_iff_entries M).1 h
  have r1 := Complex.conj_eq_iff_im.2 h1
  have r2 := Complex.conj_eq_iff_im.2 h2
  have h4 := congrArg conj h3
  simp only [map_sub, map_mul, Complex.conj_conj, map_one] at r1 r2 h4
  simp only [Fin.forall_fin_two, Matrix.det_fin_two]
  refine ⟨⟨?_, ?_⟩, ?_, ?_⟩
  · linear_combination M 0 0 * h3 + M 0 1 * r1
  · linear_combination M 0 1 * h4 - M 0 0 * r2
  · linear_combination M 1 0 * h3 + M 1 1 * r1
  · linear_combination M 1 1 * h4 - M 1 0 * r2

/-- The determinant of a current-conserving matrix has modulus one. -/
theorem norm_det_eq_one {M : Matrix (Fin 2) (Fin 2) ℂ} (h : ConservesCurrent M) :
    ‖M.det‖ = 1 := by
  have h4 := congrArg conj ((conservesCurrent_iff_entries M).1 h).2.2
  simp only [map_sub, map_mul, Complex.conj_conj, map_one] at h4
  have e0 := conj_entry_mul_det h 0 0
  have e1 := conj_entry_mul_det h 1 0
  have hD : conj M.det * M.det = 1 := by
    rw [Matrix.det_fin_two] at e0 e1 ⊢
    simp only [map_sub, map_mul]
    linear_combination conj (M 1 1) * e0 - conj (M 0 1) * e1 + h4
  have hn := congrArg norm hD
  simp only [norm_mul, RCLike.norm_conj, norm_one] at hn
  nlinarith [norm_nonneg M.det]

/-- A phase factor times its complex conjugate is one. -/
theorem conj_phase_mul (θ : ℝ) :
    conj (Complex.exp (θ * Complex.I)) * Complex.exp (θ * Complex.I) = 1 := by
  rw [← Complex.normSq_eq_conj_mul_self, Complex.normSq_eq_norm_sq,
    Complex.norm_exp_ofReal_mul_I]
  simp

/-- Classification of matching matrices: a matrix conserves the current of all boundary data if and
only if it is a phase factor times a real matrix of determinant one. -/
theorem conservesCurrent_iff (M : Matrix (Fin 2) (Fin 2) ℂ) :
    ConservesCurrent M ↔ ∃ (θ : ℝ) (N : Matrix (Fin 2) (Fin 2) ℝ),
      N.det = 1 ∧ M = Complex.exp (θ * Complex.I) • N.map Complex.ofReal := by
  constructor
  · intro h
    -- the phase is a square root of the determinant
    obtain ⟨θ, hθ⟩ : ∃ θ : ℝ,
        Complex.exp (θ * Complex.I) * Complex.exp (θ * Complex.I) = M.det := by
      have hD := Complex.norm_mul_exp_arg_mul_I M.det
      rw [norm_det_eq_one h, Complex.ofReal_one, one_mul] at hD
      refine ⟨M.det.arg / 2, ?_⟩
      rw [← Complex.exp_add, ← add_mul, ← Complex.ofReal_add, add_halves]
      exact hD
    have hu := conj_phase_mul θ
    set u := Complex.exp (θ * Complex.I)
    -- once the phase is removed, every entry is real
    have hr : ∀ i j, (((conj u * M i j).re : ℝ) : ℂ) = conj u * M i j := by
      intro i j
      apply Complex.conj_eq_iff_re.1
      rw [map_mul, Complex.conj_conj]
      linear_combination conj u * conj_entry_mul_det h i j + conj u * conj (M i j) * hθ
        - u * conj (M i j) * hu
    refine ⟨θ, Matrix.of fun i j => (conj u * M i j).re, ?_, ?_⟩
    · apply Complex.ofReal_injective
      rw [Matrix.det_fin_two] at hθ ⊢
      simp only [Matrix.of_apply, Complex.ofReal_sub, Complex.ofReal_mul, hr,
        Complex.ofReal_one]
      linear_combination (-(conj u) ^ 2) * hθ + (conj u * u + 1) * hu
    · ext i j
      simp only [Matrix.smul_apply, Matrix.map_apply, Matrix.of_apply, smul_eq_mul, hr]
      linear_combination (-(M i j)) * hu
  · rintro ⟨θ, N, hN, rfl⟩
    have hu := conj_phase_mul θ
    -- the phase drops out of every product of an entry with a conjugate entry
    have key : ∀ x y : ℝ, conj (Complex.exp (θ * Complex.I) * (x : ℂ)) *
        (Complex.exp (θ * Complex.I) * (y : ℂ)) = ((x * y : ℝ) : ℂ) := by
      intro x y
      rw [map_mul, Complex.conj_ofReal, Complex.ofReal_mul]
      linear_combination (x : ℂ) * y * hu
    rw [Matrix.det_fin_two] at hN
    have hN' : N 0 0 * N 1 1 - N 1 0 * N 0 1 = 1 := by linarith
    rw [conservesCurrent_iff_entries]
    simp only [Matrix.smul_apply, Matrix.map_apply, smul_eq_mul, key]
    exact ⟨Complex.ofReal_im _, Complex.ofReal_im _, by exact_mod_cast hN'⟩

/-- A point interaction with `ψ` continuous and `ψ'` jumping by `g ψ(0)` conserves the current
if and only if the complex strength `g` is real. -/
theorem delta_conservesCurrent_iff (g : ℂ) :
    ConservesCurrent !![1, 0; g, 1] ↔ g.im = 0 := by
  rw [conservesCurrent_iff_entries]
  simp

/-- For a wave `exp(ikx) + r exp(-ikx)` on the left and `t exp(ikx)` on the right, with real
`k ≠ 0`, joined by a current-conserving matrix, `|r|² + |t|² = 1`. -/
theorem reflection_add_transmission {M : Matrix (Fin 2) (Fin 2) ℂ} (hM : ConservesCurrent M)
    {k : ℝ} (hk : k ≠ 0) {r t : ℂ}
    (h : M *ᵥ ![1 + r, Complex.I * k * (1 - r)] = ![t, Complex.I * k * t]) :
    ‖r‖ ^ 2 + ‖t‖ ^ 2 = 1 := by
  have e := hM ![1 + r, Complex.I * k * (1 - r)]
  rw [h] at e
  change (conj t * (Complex.I * k * t)).im
    = (conj (1 + r) * (Complex.I * k * (1 - r))).im at e
  simp only [map_add, map_one, Complex.mul_im, Complex.mul_re, Complex.add_im, Complex.add_re,
    Complex.sub_im, Complex.sub_re, Complex.conj_re, Complex.conj_im, Complex.I_re,
    Complex.I_im, Complex.ofReal_re, Complex.ofReal_im, Complex.one_re, Complex.one_im] at e
  rw [Complex.sq_norm, Complex.sq_norm, Complex.normSq_apply, Complex.normSq_apply]
  -- both currents carry the common factor `k`
  apply mul_left_cancel₀ hk
  linear_combination e

/-- The phase factor and the real matrix of determinant one in the classification are unique
up to a common sign. -/
theorem phase_and_matrix_unique {θ φ : ℝ} {N K : Matrix (Fin 2) (Fin 2) ℝ}
    (hN : N.det = 1) (hK : K.det = 1)
    (h : Complex.exp (θ * Complex.I) • N.map Complex.ofReal
      = Complex.exp (φ * Complex.I) • K.map Complex.ofReal) :
    (Complex.exp (θ * Complex.I) = Complex.exp (φ * Complex.I) ∧ N = K) ∨
      (Complex.exp (θ * Complex.I) = -Complex.exp (φ * Complex.I) ∧ N = -K) := by
  have hw : Complex.exp (φ * Complex.I) ≠ 0 := Complex.exp_ne_zero _
  set u := Complex.exp (θ * Complex.I)
  set w := Complex.exp (φ * Complex.I)
  have e : ∀ i j, u * (N i j : ℂ) = w * (K i j : ℂ) := fun i j => congrFun (congrFun h i) j
  rw [Matrix.det_fin_two] at hN hK
  have hN' : (N 0 0 : ℂ) * N 1 1 - N 0 1 * N 1 0 = 1 := by exact_mod_cast hN
  have hK' : (K 0 0 : ℂ) * K 1 1 - K 0 1 * K 1 0 = 1 := by exact_mod_cast hK
  -- comparing determinants shows that the squared phases agree
  have hs : u * u = w * w := by
    linear_combination (-(u * u)) * hN' + w * w * hK' + u * (N 1 1 : ℂ) * e 0 0
      + w * (K 0 0 : ℂ) * e 1 1 - u * (N 1 0 : ℂ) * e 0 1 - w * (K 0 1 : ℂ) * e 1 0
  rcases mul_self_eq_mul_self_iff.1 hs with huw | huw
  · refine Or.inl ⟨huw, ?_⟩
    ext i j
    apply Complex.ofReal_injective
    apply mul_left_cancel₀ hw
    linear_combination e i j - (N i j : ℂ) * huw
  · refine Or.inr ⟨huw, ?_⟩
    ext i j
    apply Complex.ofReal_injective
    apply mul_left_cancel₀ hw
    rw [Matrix.neg_apply, Complex.ofReal_neg]
    linear_combination (-1 : ℂ) * e i j + (N i j : ℂ) * huw

end

end PointInteraction
```

```lean
#print axioms PointInteraction.conservesCurrent_iff
#print axioms PointInteraction.delta_conservesCurrent_iff
#print axioms PointInteraction.reflection_add_transmission
#print axioms PointInteraction.phase_and_matrix_unique
```

```
'PointInteraction.conservesCurrent_iff' depends on axioms: [propext, Classical.choice, Quot.sound]
'PointInteraction.delta_conservesCurrent_iff' depends on axioms: [propext, Classical.choice, Quot.sound]
'PointInteraction.reflection_add_transmission' depends on axioms: [propext, Classical.choice, Quot.sound]
'PointInteraction.phase_and_matrix_unique' depends on axioms: [propext, Classical.choice, Quot.sound]
```

## From entry identities to the phase

`current_mulVec` is the expansion of $J(Mv)$: `simp only` writes out real and imaginary parts, and `ring` compares the resulting polynomials. In `conservesCurrent_iff_entries`, the hypotheses `e1` to `e4` are the four test vectors, from which `linarith` obtains the conditions. The reverse direction substitutes them into the expansion.

`conj_entry_mul_det` proves the four identities $\bar M_{ij}D=M_{ij}$. Its hypotheses `r1` and `r2` are the reality conditions written as equalities with conjugates, `h3` is $c=1$, and `h4` is $\bar c=1$. Each `linear_combination` names the multiples of these equations that produce the identity. `norm_det_eq_one` combines two of the identities into $\bar DD=1$, then takes norms and uses nonnegativity to select $|D|=1$.

In the forward half of `conservesCurrent_iff`, the polar form of the determinant supplies $\theta$, with `hθ` recording $u^2=D$. The lemma `conj_phase_mul` supplies $\bar uu=1$. The step `hr` shows that $\bar uM_{ij}$ equals its real part, so the real matrix can be defined from those real parts without losing anything. The two remaining goals are its determinant and the reconstruction of $M$. In the reverse half, `key` is the cancellation of the phase in a product of one conjugated and one unconjugated entry.

`conservesCurrent_iff_boundaryForm` uses the entry conditions in one direction and sets both arguments equal in the other. `delta_conservesCurrent_iff` evaluates the entry conditions for the delta matrix. `reflection_add_transmission` applies conservation to the data of the incoming and reflected wave, uses the matching hypothesis `h` to replace the image of these data under $M$ by the transmitted data, and cancels $k$ with `mul_left_cancel₀ hk`.

In `phase_and_matrix_unique`, `hs` is the equality of squared phases obtained from the determinants. The case split gives the two signs, and cancelling the nonzero phase `w` entry by entry determines the relation between the real matrices.
